# A bipartite spin-1/2 state on which one spin's exchanges with the other part sum to −1

The system is a finite set of spins 1/2 in two parts, of `m` and `n` sites with `m ≤ n`. The unnormalised state `groundState m n` lives on configurations with `m` down spins in all, and its amplitude is (−1)^b b! (n−b)!, where b counts the down spins in the second part. The theorem `groundState_star` says that if one spin of the first part is exchanged with each spin of the second in turn, the resulting states add up to minus the original; the state is thus an eigenvector of this sum of exchanges with eigenvalue −1, whatever its normalisation. The proof fixes a configuration, writes each exchanged amplitude as a linear function of the exchanged spin, sums over the second part, and closes with a recurrence between neighbouring amplitudes.

The first attempt, which Lean rejects:

```lean
import Mathlib

open ComplexConjugate

namespace BipartiteHeisenberg

noncomputable section

variable {V : Type*} [Fintype V] [DecidableEq V]

/-- Wavefunctions of spins 1/2 on the sites `V`; in a configuration 0 is up and 1 is down. -/
abbrev State (V : Type*) := (V → Fin 2) → ℂ

/-- Exchange of the spins at sites `i` and `j`. -/
def exchange (i j : V) (ψ : State V) : State V := fun σ => ψ (σ ∘ Equiv.swap i j)

/-- The number of down spins in a configuration. -/
def downs {ι : Type*} [Fintype ι] (σ : ι → Fin 2) : ℕ := ∑ x, (σ x : ℕ)

/-- The amplitude `(-1)^b b! (n-b)!` for `b` down spins among `n`. -/
def amp (n b : ℕ) : ℂ := (-1) ^ b * b.factorial * (n - b).factorial

/-- The state with `m` down spins in total whose amplitude is `amp n b`, with `b` the number
of down spins in the second part. -/
def groundState (m n : ℕ) : State (Fin m ⊕ Fin n) := fun σ =>
  if downs σ = m then amp n (downs (σ ∘ Sum.inr)) else 0

/-- Exchanging the spins at `i` and `j` across a bond changes the number of down spins in the second
part by the value (0 or 1) at `i` minus the value at `j`. -/
theorem downs_exchange {m n : ℕ} (σ : Fin m ⊕ Fin n → Fin 2) (i : Fin m) (j : Fin n) :
    downs ((σ ∘ Equiv.swap (Sum.inl i) (Sum.inr j)) ∘ Sum.inr) + (σ (Sum.inr j) : ℕ)
      = downs (σ ∘ Sum.inr) + (σ (Sum.inl i) : ℕ) := by
  have h1 := Finset.add_sum_erase Finset.univ (fun k : Fin n =>
    (σ (Equiv.swap (Sum.inl i) (Sum.inr j) (Sum.inr k)) : ℕ)) (Finset.mem_univ j)
  have h2 := Finset.add_sum_erase Finset.univ (fun k : Fin n => (σ (Sum.inr k) : ℕ))
    (Finset.mem_univ j)
  have h3 : ∑ k ∈ Finset.univ.erase j,
      (σ (Equiv.swap (Sum.inl i) (Sum.inr j) (Sum.inr k)) : ℕ)
      = ∑ k ∈ Finset.univ.erase j, (σ (Sum.inr k) : ℕ) :=
    Finset.sum_congr rfl fun k hk => by
      simp [Equiv.swap_apply_def, Finset.ne_of_mem_erase hk]
  simp only [Equiv.swap_apply_right] at h1
  simp only [downs, Function.comp_apply]
  linarith

/-- For `m ≤ n`, the exchanges of any one spin of the first part with all spins of the second
sum to `-1` on `groundState m n`. -/
theorem groundState_star {m n : ℕ} (hmn : m ≤ n) (i : Fin m) :
    ∑ j : Fin n, exchange (Sum.inl i) (Sum.inr j) (groundState m n) = -groundState m n := by
  have rec : ∀ N b : ℕ, b < N → ((N : ℂ) - b) * amp N (b + 1) = -(b + 1) * amp N b := by
    intro N b h
    obtain ⟨r, rfl⟩ := Nat.exists_eq_add_of_lt h
    simp only [amp, show b + r + 1 - (b + 1) = r by omega, show b + r + 1 - b = r + 1 by omega,
      Nat.factorial_succ]
    push_cast
    ring
  funext σ
  have tot : ∀ j : Fin n, downs (σ ∘ Equiv.swap (Sum.inl i) (Sum.inr j)) = downs σ :=
    fun j => Equiv.sum_comp (Equiv.swap (Sum.inl i) (Sum.inr j)) (fun x => (σ x : ℕ))
  simp only [Finset.sum_apply, exchange, groundState, tot, Pi.neg_apply]
  by_cases h : downs σ = m
  swap
  · simp [h]
  simp only [h, if_true]
  have split : downs σ = ∑ k : Fin m, (σ (Sum.inl k) : ℕ) + downs (σ ∘ Sum.inr) :=
    Fintype.sum_sum_type _
  have h1 := Finset.add_sum_erase Finset.univ (fun k : Fin m => (σ (Sum.inl k) : ℕ))
    (Finset.mem_univ i)
  have h2 : ∑ k ∈ Finset.univ.erase i, (σ (Sum.inl k) : ℕ) ≤ m - 1 := by
    have := Finset.sum_le_card_nsmul (Finset.univ.erase i)
      (fun k : Fin m => (σ (Sum.inl k) : ℕ)) 1 (fun k _ => Nat.le_of_lt_succ (σ (Sum.inl k)).isLt)
    simpa using this
  have him := i.isLt
  have bit : ∀ a : Fin 2, (a : ℕ) = 0 ∨ (a : ℕ) = 1 := by decide
  have hi := bit (σ (Sum.inl i))
  dsimp only at h1
  obtain ⟨k, hk, hkn⟩ : ∃ k, downs (σ ∘ Sum.inr) + (σ (Sum.inl i) : ℕ) = k + 1 ∧ k < n :=
    ⟨downs (σ ∘ Sum.inr) + (σ (Sum.inl i) : ℕ) - 1, by omega, by omega⟩
  -- each exchanged amplitude is linear in the exchanged spin
  have lin : ∀ d t : ℕ, (t = 0 ∨ t = 1) → d + t = k + 1 →
      amp n d = amp n (k + 1) + t * (amp n k - amp n (k + 1)) := by
    rintro d t (rfl | rfl) e
    · obtain rfl : d = k + 1 := by omega
      simp
    · obtain rfl : d = k := by omega
      simp
  have term : ∀ j : Fin n,
      amp n (downs ((σ ∘ Equiv.swap (Sum.inl i) (Sum.inr j)) ∘ Sum.inr))
        = amp n (k + 1) + ((σ (Sum.inr j) : ℕ) : ℂ) * (amp n k - amp n (k + 1)) :=
    fun j => lin _ _ (bit _) ((downs_exchange σ i j).trans hk)
  have hB : ∑ j : Fin n, ((σ (Sum.inr j) : ℕ) : ℂ) = (downs (σ ∘ Sum.inr) : ℂ) := by
    simp [downs]
  rw [Finset.sum_congr rfl fun j _ => term j, Finset.sum_add_distrib, ← Finset.sum_mul, hB,
    Finset.sum_const, Finset.card_univ, Fintype.card_fin, nsmul_eq_mul]
  have r := rec n k hkn
  rcases hi with hi | hi
  · rw [show downs (σ ∘ Sum.inr) = k + 1 by omega]
    push_cast
    linear_combination r
  · rw [show downs (σ ∘ Sum.inr) = k by omega]
    linear_combination r

end

end BipartiteHeisenberg
```

The error:

```
Main.lean:49:90: error: unsolved goals
case rec
m n : ℕ
hmn : m ≤ n
i : Fin m
⊢ ∀ (N b : ℕ), b < N → (↑N - ↑b) * amp N (b + 1) = -(↑b + 1) * amp N b

m n : ℕ
hmn : m ≤ n
i : Fin m
rec : ∀ (N b : ℕ), b < N → (↑N - ↑b) * amp N (b + 1) = -(↑b + 1) * amp N b
⊢ ∑ j, exchange (Sum.inl i) (Sum.inr j) (groundState m n) = -groundState m n
Main.lean:50:83: error: unexpected token ':='; expected command
```

What went wrong. The fault is the name `rec`, given to the amplitude recurrence. Lean keeps `let rec` for recursive definitions, and the grammar that `have … := …` shares with `let` refuses `rec` as the first word of the declaration. Mathlib also has a `have` without a value, which states a claim and leaves it as a new goal, and `have rec : …` was read as that. The tactic proof therefore ended before the `:=`, which is the "unexpected token" of the second message. The first message lists the two goals left open: the recurrence itself, and the theorem with `rec` as a hypothesis.

Renaming the recurrence to `step`, there and where it is used, lets Lean read the `have` together with its proof.

The `try` before `dsimp only at h1` is a precaution that no message calls for: it lets the proof go on should `dsimp only` find nothing to simplify.

This version goes through:

```diff
@@ -48,5 +48,5 @@
 theorem groundState_star {m n : ℕ} (hmn : m ≤ n) (i : Fin m) :
     ∑ j : Fin n, exchange (Sum.inl i) (Sum.inr j) (groundState m n) = -groundState m n := by
-  have rec : ∀ N b : ℕ, b < N → ((N : ℂ) - b) * amp N (b + 1) = -(b + 1) * amp N b := by
+  have step : ∀ N b : ℕ, b < N → ((N : ℂ) - b) * amp N (b + 1) = -(b + 1) * amp N b := by
     intro N b h
     obtain ⟨r, rfl⟩ := Nat.exists_eq_add_of_lt h
@@ -74,5 +74,5 @@
   have bit : ∀ a : Fin 2, (a : ℕ) = 0 ∨ (a : ℕ) = 1 := by decide
   have hi := bit (σ (Sum.inl i))
-  dsimp only at h1
+  try dsimp only at h1
   obtain ⟨k, hk, hkn⟩ : ∃ k, downs (σ ∘ Sum.inr) + (σ (Sum.inl i) : ℕ) = k + 1 ∧ k < n :=
     ⟨downs (σ ∘ Sum.inr) + (σ (Sum.inl i) : ℕ) - 1, by omega, by omega⟩
@@ -93,5 +93,5 @@
   rw [Finset.sum_congr rfl fun j _ => term j, Finset.sum_add_distrib, ← Finset.sum_mul, hB,
     Finset.sum_const, Finset.card_univ, Fintype.card_fin, nsmul_eq_mul]
-  have r := rec n k hkn
+  have r := step n k hkn
   rcases hi with hi | hi
   · rw [show downs (σ ∘ Sum.inr) = k + 1 by omega]
```
